# A sum of m commuting square-zero excitations has vanishing power m + 1

Let $s$ be a finite set of labels with $m$ elements. For each $i\in s$ let $x_i$ be an element of a commutative ring $R$ with $x_i^2=0$, and let
$$T=\sum_{i\in s}x_i .$$
Empty sums are $0$ and empty products are $1$, so $m=0$ is allowed.

In coupled-cluster theory, $x_i$ stands for one spin-orbital excitation operator multiplied by its amplitude, for instance $t\,a_p^\dagger a_q$ with $q$ occupied and $p$ empty in the reference determinant. Its square vanishes because the Pauli principle forbids filling $p$ twice. Excitations from one fixed reference commute, and $R$ stands for the commutative algebra that they generate. Both properties enter as hypotheses and are not derived from the fermionic anticommutation relations. An $x_i$ is a single term, not the whole singles or doubles operator, and a spin-summed excitation must first be split into its spin components.

In Lean the labels form `s : Finset ι`, the excitations are a function `x : ι → R`, the number $m$ is `s.card`, and `hx` says that `x i * x i = 0` for every `i ∈ s`.

```lean
import Mathlib

open Finset

namespace ClusterNilpotency
```

For a natural number $k$, let $e_k(s)$ be the sum of all products of $k$ distinct excitations:
$$e_k(s)=\sum_{A\subseteq s,\ |A|=k}\ \prod_{i\in A}x_i .$$
Thus $e_0(s)=1$, $e_m(s)=\prod_{i\in s}x_i$, and $e_k(s)=0$ for $k>m$. The index $k$ counts factors, not promoted electrons. Lean calls this sum `rankPart s x k`, and `s.powersetCard k` is the collection of $k$-element subsets.

```lean
/-- The sum of all products of `k` distinct excitations chosen from the set `s`. -/
def rankPart {ι R : Type*} [CommRing R] (s : Finset ι) (x : ι → R) (k : ℕ) : R :=
  ∑ A ∈ s.powersetCard k, ∏ i ∈ A, x i
```

## Adding one excitation to a power

For this step let $T$ and $x$ be any two commuting elements of a ring, which need not be commutative, with $x^2=0$. Then for every $n\ge 0$
$$(T+x)^{n+1}=T^{n+1}+(n+1)\,T^n x .$$
For $n=0$ both sides are $T+x$. If the formula holds for $n$, multiplying by $T+x$ on the right gives
$$(T+x)^{n+2}=T^{n+2}+T^{n+1}x+(n+1)\,T^n xT+(n+1)\,T^n x^2 .$$
Here $T^n xT=T^{n+1}x$ because $x$ and $T$ commute, and the last term is zero. What remains is $T^{n+2}+(n+2)\,T^{n+1}x$.

```lean
/-- Adding to `T` a commuting excitation that squares to zero changes each positive power of `T` by
a single term, linear in the new excitation. -/
theorem add_excitation_pow {A : Type*} [Ring A] {T x : A} (hc : Commute T x)
    (hx : x * x = 0) (n : ℕ) :
    (T + x) ^ (n + 1) = T ^ (n + 1) + ((n + 1 : ℕ) : A) * (T ^ n * x) := by
  induction n with
  | zero => simp
  | succ n ih =>
    have h1 : T ^ n * x * T = T ^ (n + 1) * x := by
      rw [mul_assoc, ← hc.eq, ← mul_assoc, ← pow_succ]
    -- the new excitation cannot act twice
    have h2 : T ^ n * x * x = 0 := by rw [mul_assoc, hx, mul_zero]
    rw [pow_succ (T + x), ih, add_mul, mul_add, mul_add, mul_assoc _ (T ^ n * x) T,
      mul_assoc _ (T ^ n * x) x, h1, h2, mul_zero, add_zero, ← pow_succ T (n + 1),
      Nat.cast_add (n + 1) 1, Nat.cast_one, add_mul, one_mul]
    abel
```

In the code, `h1` moves $x$ past $T$ and `h2` removes the term with $x^2$. The long rewrite expands the product, and `abel` collects the terms.

## Products with and without the new excitation

Let $a$ be a label outside $s$. A subset of $s\cup\{a\}$ with $k+1$ elements either omits $a$, or has the form $B\cup\{a\}$ for exactly one $B\subseteq s$ with $k$ elements. Hence
$$e_{k+1}(s\cup\{a\})=e_{k+1}(s)+e_k(s)\,x_a .$$

```lean
/-- When a new label `a` is added to `s`, the sum of all products of `k + 1` distinct excitations
becomes the same sum for `s` plus `x a` times the sum of all products of `k` from `s`. -/
theorem rankPart_insert {ι R : Type*} [DecidableEq ι] [CommRing R] {s : Finset ι} {a : ι}
    (ha : a ∉ s) (x : ι → R) (k : ℕ) :
    rankPart (insert a s) x (k + 1) = rankPart s x (k + 1) + rankPart s x k * x a := by
  have hnot : ∀ B ∈ s.powersetCard k, a ∉ B := fun B hB h =>
    ha ((mem_powersetCard.mp hB).1 h)
  have hdisj : Disjoint (s.powersetCard (k + 1)) ((s.powersetCard k).image (insert a)) := by
    rw [Finset.disjoint_left]
    intro A hA hB
    obtain ⟨B, _, rfl⟩ := mem_image.mp hB
    exact ha ((mem_powersetCard.mp hA).1 (mem_insert_self a B))
  unfold rankPart
  rw [powersetCard_succ_insert ha, sum_union hdisj, sum_image, sum_mul]
  · congr 1
    refine sum_congr rfl fun B hB => ?_
    rw [prod_insert (hnot B hB), mul_comm]
  · intro B hB C hC h
    have h' : (insert a B).erase a = (insert a C).erase a := congrArg (fun D => D.erase a) h
    rwa [erase_insert (hnot B hB), erase_insert (hnot C hC)] at h'
```

The two kinds of subset do not overlap, by `hdisj`. The last bullet recovers $B$ by erasing $a$, so that no subset is counted twice.

## Every power of the cluster operator

The two recurrences match, and they give
$$T^k=k!\,e_k(s)\qquad\text{for all }k\ge 0 .$$
The proof is by induction on $s$. If $s$ is empty, then $T=0$, and both sides are $1$ for $k=0$ and $0$ for $k>0$. Now suppose that the formula holds for $s$, with $T$ its sum, and add a label $a$. The power $k=0$ is again $1=1$. For the others,
$$\begin{aligned}(T+x_a)^{k+1}&=T^{k+1}+(k+1)\,T^k x_a\\&=(k+1)!\,e_{k+1}(s)+(k+1)\,k!\,e_k(s)\,x_a\\&=(k+1)!\,e_{k+1}(s\cup\{a\}).\end{aligned}$$

```lean
/-- The `k`-th power of a sum of square-zero excitations is `k!` times the sum of all
products of `k` distinct excitations. -/
theorem cluster_pow {ι R : Type*} [CommRing R] (s : Finset ι) (x : ι → R)
    (hx : ∀ i ∈ s, x i * x i = 0) (k : ℕ) :
    (∑ i ∈ s, x i) ^ k = (k.factorial : R) * rankPart s x k := by
  classical
  have key : ∀ k : ℕ, (∑ i ∈ s, x i) ^ k = (k.factorial : R) * rankPart s x k := by
    induction s using Finset.induction_on with
    | empty =>
      intro k
      cases k with
      | zero => simp [rankPart]
      | succ k =>
        have h : Finset.powersetCard (k + 1) (∅ : Finset ι) = ∅ :=
          powersetCard_eq_empty.mpr (by simp)
        simp [rankPart, h]
    | insert a s ha ih =>
      have ih' := ih fun i hi => hx i (mem_insert_of_mem hi)
      intro k
      cases k with
      | zero => simp [rankPart]
      | succ k =>
        rw [sum_insert ha, add_comm (x a),
          add_excitation_pow (Commute.all _ _) (hx a (mem_insert_self a s)),
          ih' (k + 1), ih' k, rankPart_insert ha, Nat.factorial_succ]
        push_cast
        ring
  exact key k
```

The statement `key` covers all $k$ at once, because the step to a larger set uses the formula for $s$ at both $k$ and $k+1$.

## Nilpotency for commuting operators

The vanishing of $T^{m+1}$ needs only the first recurrence, so it holds in any ring in which the $x_i$ commute with each other. For the empty set, $T^1=0$. If $T^{m+1}=0$ for a set of $m$ excitations, then adding $x_a$ gives
$$(T+x_a)^{m+2}=T^{m+2}+(m+2)\,T^{m+1}x_a=0 .$$

```lean
/-- A sum of `m` pairwise commuting operators, each squaring to zero, has vanishing
power `m + 1`. -/
theorem operator_nilpotent {ι A : Type*} [Ring A] (s : Finset ι) (x : ι → A)
    (hc : ∀ i ∈ s, ∀ j ∈ s, Commute (x i) (x j)) (hx : ∀ i ∈ s, x i * x i = 0) :
    (∑ i ∈ s, x i) ^ (s.card + 1) = 0 := by
  classical
  induction s using Finset.induction_on with
  | empty => simp
  | insert a s ha ih =>
    have ih' := ih
      (fun i hi j hj => hc i (mem_insert_of_mem hi) j (mem_insert_of_mem hj))
      (fun i hi => hx i (mem_insert_of_mem hi))
    have hcomm : Commute (∑ i ∈ s, x i) (x a) :=
      Commute.sum_left s x (x a) fun i hi =>
        hc i (mem_insert_of_mem hi) a (mem_insert_self a s)
    rw [sum_insert ha, card_insert_of_notMem ha, add_comm (x a),
      add_excitation_pow hcomm (hx a (mem_insert_self a s)),
      pow_succ _ (s.card + 1), ih', zero_mul, zero_mul, mul_zero, add_zero]
```

The hypothesis `hc` states pairwise commutation, and `hcomm` extends it to the sum $T$ and the new operator. In this form the theorem applies directly to matrices.

## The top power

In a commutative ring, set $k=m$ in $T^k=k!\,e_k(s)$. The only subset of $s$ with $m$ elements is $s$ itself, so
$$T^m=m!\prod_{i\in s}x_i,\qquad T^{m+1}=0 .$$

```lean
/-- For a cluster operator `T` built from `m` square-zero excitations in a commutative ring,
`T ^ m` is `m!` times the product of all excitations, and `T ^ (m + 1) = 0`. -/
theorem cluster_top_power {ι R : Type*} [CommRing R] (s : Finset ι) (x : ι → R)
    (hx : ∀ i ∈ s, x i * x i = 0) :
    (∑ i ∈ s, x i) ^ s.card = (s.card.factorial : R) * ∏ i ∈ s, x i ∧
      (∑ i ∈ s, x i) ^ (s.card + 1) = 0 := by
  refine ⟨?_, operator_nilpotent s x (fun _ _ _ _ => Commute.all _ _) hx⟩
  -- only one subset contains all the excitations
  rw [cluster_pow s x hx, rankPart, powersetCard_self, sum_singleton]
```

The formula for $T^k$ also leads to a bound set by the number of electrons, which is argued here in prose only. With $N$ electrons in the reference, each excitation empties at least one occupied spin orbital, so any product of $N+1$ excitations is zero. Then $e_{N+1}(s)=0$ and $T^{N+1}=0$, however large $m$ is.

## When the top power survives

Suppose now that elements of $R$ can be multiplied by rational numbers, which is what `Algebra ℚ R` provides and which holds for real or complex amplitudes. Then for any $e\in R$
$$\frac{1}{k!}\,(k!\,e)=e .$$

```lean
/-- Over the rationals, the prefactor `1/k!` of the exponential series cancels a factor `k!`. -/
theorem inv_factorial_smul {R : Type*} [CommRing R] [Algebra ℚ R] (k : ℕ) (e : R) :
    (k.factorial : ℚ)⁻¹ • ((k.factorial : R) * e) = e := by
  have hk : (k.factorial : ℚ) ≠ 0 := Nat.cast_ne_zero.mpr k.factorial_ne_zero
  rw [← nsmul_eq_mul, ← Nat.cast_smul_eq_nsmul ℚ, smul_smul, inv_mul_cancel₀ hk, one_smul]
```

Applied to $T^m=m!\prod_{i\in s} x_i$, this shows that $T^m=0$ forces $\prod_{i\in s} x_i=0$, and the converse is immediate:
$$T^m=0\iff\prod_{i\in s}x_i=0 .$$
The exponent $m+1$ is therefore the smallest one that works whenever the product of all the excitations, amplitudes included, is nonzero. If two of them fill the same orbital, the product vanishes and a lower power of $T$ is already zero.

```lean
/-- Over the rationals, the `m`-th power of a cluster operator built from `m` square-zero
excitations vanishes exactly when the product of all excitations vanishes. -/
theorem top_power_eq_zero_iff {ι R : Type*} [CommRing R] [Algebra ℚ R] (s : Finset ι)
    (x : ι → R) (hx : ∀ i ∈ s, x i * x i = 0) :
    (∑ i ∈ s, x i) ^ s.card = 0 ↔ ∏ i ∈ s, x i = 0 := by
  rw [(cluster_top_power s x hx).1]
  constructor
  · intro h
    have h' := inv_factorial_smul s.card (∏ i ∈ s, x i)
    rw [h, smul_zero] at h'
    exact h'.symm
  · intro h
    rw [h, mul_zero]
```

## The exponential as a finite product

Since $T^{m+1}=0$, the exponential series stops at order $m$, and
$$e^T=\sum_{k=0}^{m}\frac{T^k}{k!}=\sum_{k=0}^{m}e_k(s)=\sum_{A\subseteq s}\ \prod_{i\in A}x_i=\prod_{i\in s}(1+x_i).$$
The last equality expands the product by choosing $1$ or $x_i$ from each factor. For a finite set of spin-orbital excitations from a single reference, the coupled-cluster wave operator is thus a polynomial in the amplitudes. Its degree in each amplitude is at most one if every excitation has its own independent amplitude. The spin components of a spin-summed excitation share one amplitude, and the degree in it can then be higher. The identity says nothing about the amplitude equations or the energy.

```lean
/-- Over the rationals, the exponential of a sum of square-zero excitations is the product
of the factors `1 + x i`. -/
theorem exp_cluster {ι R : Type*} [CommRing R] [Algebra ℚ R] (s : Finset ι) (x : ι → R)
    (hx : ∀ i ∈ s, x i * x i = 0) :
    IsNilpotent.exp (∑ i ∈ s, x i) = ∏ i ∈ s, (1 + x i) := by
  classical
  -- the series stops at order `m`; the product is expanded over subsets of excitations
  rw [IsNilpotent.exp_eq_sum (cluster_top_power s x hx).2, Finset.prod_one_add,
    Finset.sum_powerset]
  refine sum_congr rfl fun k _ => ?_
  rw [cluster_pow s x hx, inv_factorial_smul, rankPart]
```

`IsNilpotent.exp` is the exponential of a nilpotent element, defined as a finite sum, so no question of convergence arises. The first rewrite cuts the series at order $m$, expands the product over subsets and groups these by size. The two sides are then compared order by order.

## Two excitations with a nonzero product

A small commutative example has two independent symbols $\varepsilon_1,\varepsilon_2$ over the rationals with $\varepsilon_1^2=\varepsilon_2^2=0$. Lean builds it as dual numbers whose coefficients are themselves dual numbers: $\varepsilon_1$ is the inner symbol and $\varepsilon_2$ the outer one.

```lean
/-- The inner and the outer symbol `ε`, in this order, of the dual numbers over the dual numbers
over the rationals. -/
def dualExcitation : Fin 2 → DualNumber (DualNumber ℚ) :=
  ![TrivSqZeroExt.inl DualNumber.eps, DualNumber.eps]
```

Both squares vanish, while $\varepsilon_1\varepsilon_2$ has coefficient $1$ on the mixed term and so is not zero. For $T=\varepsilon_1+\varepsilon_2$ this means $T^2=2\,\varepsilon_1\varepsilon_2\neq 0$ and $T^3=0$.

```lean
/-- The two elements `dualExcitation` square to zero and have a nonzero product. -/
theorem cluster_top_power_witness :
    (∀ i, dualExcitation i * dualExcitation i = 0) ∧ ∏ i, dualExcitation i ≠ 0 := by
  constructor
  · intro i
    fin_cases i
    · change (TrivSqZeroExt.inl DualNumber.eps : DualNumber (DualNumber ℚ)) *
        TrivSqZeroExt.inl DualNumber.eps = 0
      rw [← TrivSqZeroExt.inl_mul, DualNumber.eps_mul_eps, TrivSqZeroExt.inl_zero]
    · exact DualNumber.eps_mul_eps
  · intro h
    have h2 := congrArg (fun z => TrivSqZeroExt.snd (TrivSqZeroExt.snd z)) h
    simp [dualExcitation, Fin.prod_univ_two] at h2
```

For operators, take two two-level systems with basis states $00,01,10,11$, numbered from $0$ to $3$. Raising the first system sends $00\to10$ and $01\to11$, and gives zero on the other two states.

```lean
/-- The operator raising the first of two two-level systems, in the basis 00, 01, 10, 11. -/
def raiseFirst : Matrix (Fin 4) (Fin 4) ℤ :=
  !![0, 0, 0, 0; 0, 0, 0, 0; 1, 0, 0, 0; 0, 1, 0, 0]
```

Raising the second system sends $00\to01$ and $10\to11$, and gives zero on the other two.

```lean
/-- The operator raising the second of two two-level systems, in the basis 00, 01, 10, 11. -/
def raiseSecond : Matrix (Fin 4) (Fin 4) ℤ :=
  !![0, 0, 0, 0; 1, 0, 0, 0; 0, 0, 0, 0; 0, 0, 1, 0]
```

Neither system can be raised twice, so both squares vanish. In either order, the product sends $00\to11$ and gives zero on every other basis state. The two matrices therefore commute, and their product has the entry $1$ in row $3$, column $0$. Lean compares the matrices entry by entry and reads off that one entry to show that the product is nonzero.

```lean
/-- The operators `raiseFirst` and `raiseSecond` commute, square to zero and have a nonzero
product. -/
theorem operator_nilpotent_witness :
    Commute raiseFirst raiseSecond ∧ raiseFirst * raiseFirst = 0 ∧
      raiseSecond * raiseSecond = 0 ∧ raiseFirst * raiseSecond ≠ 0 := by
  refine ⟨?_, ?_, ?_, ?_⟩
  · change raiseFirst * raiseSecond = raiseSecond * raiseFirst
    ext i j
    fin_cases i <;> fin_cases j <;>
      simp [raiseFirst, raiseSecond, Matrix.mul_apply, Fin.sum_univ_succ]
  · ext i j
    fin_cases i <;> fin_cases j <;> simp [raiseFirst, Matrix.mul_apply, Fin.sum_univ_succ]
  · ext i j
    fin_cases i <;> fin_cases j <;> simp [raiseSecond, Matrix.mul_apply, Fin.sum_univ_succ]
  · intro h
    have h30 := congrFun (congrFun h 3) 0
    simp [raiseFirst, raiseSecond, Matrix.mul_apply, Fin.sum_univ_succ] at h30

end ClusterNilpotency
```

```lean
#print axioms ClusterNilpotency.top_power_eq_zero_iff
#print axioms ClusterNilpotency.exp_cluster
```

```
'ClusterNilpotency.top_power_eq_zero_iff' depends on axioms: [propext, Classical.choice, Quot.sound]
'ClusterNilpotency.exp_cluster' depends on axioms: [propext, Classical.choice, Quot.sound]
```
